# With ψ and ψ'/m continuous, propagating waves at an abrupt effective-mass step are fully transmitted exactly when their normal velocities agree

**Q.** When I compute the current across a heterojunction, I loop over the in-plane wavenumber and the energy along the growth axis. At each point I need the wavenumber beyond the interface and a transmission probability. I doubt that a formal statement gets the in-plane part right, since the mass changes at the step.

**A.** Let the incident side have mass \(m_w\) and band edge 0, and the far side mass \(m_b\) and band edge \(V_0\), with \(\hbar=1\). The in-plane wavenumber \(k_\parallel\) and the total energy \(E\) are the same on both sides; the normal wavenumbers are \(k_w,k_b>0\). Write \(E_z=k_w^2/(2m_w)\) and \(E_\parallel=k_\parallel^2/(2m_w)\). A plane wave on each side gives

\[ E=E_z+E_\parallel,\qquad E=\frac{k_b^2}{2m_b}+V_0+\frac{k_\parallel^2}{2m_b}. \]

The last term is \(E_\parallel m_w/m_b\), not \(E_\parallel\). Equating the two energies gives

\[ k_b^2=2m_b\left[E_z-V_0+E_\parallel\left(1-\frac{m_w}{m_b}\right)\right]. \]

**Q.** Does the code contain that kinetic term, or only its consequence?

**A.** It contains the term. `wave` is a superposition of two counter-propagating exponentials, and `Solves` is the effective-mass equation, whose in-plane term `kpar ^ 2 / (2 * m)` uses the local mass.

```lean
import Mathlib

open Complex

namespace HeterostructureStep

noncomputable section

/-- Superposition of `exp(ikz)` with amplitude `a` and `exp(-ikz)` with amplitude `b`; for `k > 0`
these are the right-moving and the left-moving wave. -/
def wave (k : ℝ) (a b : ℂ) (z : ℝ) : ℂ :=
  a * Complex.exp (I * k * z) + b * Complex.exp (-(I * k) * z)

/-- The effective-mass Schrödinger equation along the growth axis (`ħ = 1`), with mass `m`,
band edge `V`, in-plane wavenumber `kpar` and total energy `E`. -/
def Solves (m V kpar E : ℝ) (ψ : ℝ → ℂ) : Prop :=
  ∀ z, -deriv (deriv ψ) z / (2 * (m : ℂ)) + ((V : ℂ) + (kpar : ℂ) ^ 2 / (2 * (m : ℂ))) * ψ z
    = (E : ℂ) * ψ z
```

**Q.** And the interface?

**A.** `Matched` takes a unit incident wave, a reflected amplitude \(r\) and a transmitted amplitude \(t\), both complex. It requires \(\psi\) and \(\psi'/m\) to be continuous at \(z=0\). The second condition is assumed; together with continuity of \(\psi\), it makes the probability current continuous where the mass jumps.

```lean
/-- Continuity of `ψ` and of `ψ'/m` at the interface `z = 0`, for a unit incident wave,
reflected amplitude `r` and transmitted amplitude `t`. -/
def Matched (mw mb kw kb : ℝ) (r t : ℂ) : Prop :=
  wave kw 1 r 0 = wave kb t 0 0 ∧
    deriv (wave kw 1 r) 0 / (mw : ℂ) = deriv (wave kb t 0) 0 / (mb : ℂ)
```

`IsScatteringState` combines this with the two wave equations, which share `E` and `kpar`.

```lean
/-- A scattering state of the step: the Schrödinger equation holds on each side with the same
`E` and `kpar`, and the two waves are matched at the interface. -/
structure IsScatteringState (mw mb V0 kpar E kw kb : ℝ) (r t : ℂ) : Prop where
  well : Solves mw 0 kpar E (wave kw 1 r)
  barrier : Solves mb V0 kpar E (wave kb t 0)
  matched : Matched mw mb kw kb r t
```

**Q.** `Solves` quantifies over every \(z\), but each material fills only half the line.

**A.** Each exponential expression is extended to the whole line and tested against its own material's equation. For these waves that gives the same dispersion relation as the half-line would. The physical state uses the left expression for \(z<0\) and the right one for \(z>0\).

**Q.** Are \(R\) and \(T\) simply defined by the textbook formulas?

**A.** No, they are ratios of probability currents. The minus sign in `reflection` makes the backward current count positively.

```lean
/-- Probability current `Im(ψ* ψ')/m`. -/
def current (m : ℝ) (ψ : ℝ → ℂ) (z : ℝ) : ℝ := (star (ψ z) * deriv ψ z).im / m

/-- Transmission probability: transmitted over incident current at the interface. -/
def transmission (mw mb kw kb : ℝ) (t : ℂ) : ℝ :=
  current mb (wave kb t 0) 0 / current mw (wave kw 1 0) 0

/-- Reflection probability: backward reflected current over incident current. -/
def reflection (mw kw : ℝ) (r : ℂ) : ℝ :=
  -current mw (wave kw 0 r) 0 / current mw (wave kw 1 0) 0
```

**Q.** Then show me how the dispersion relation is obtained.

**A.** At the interface the wave equals \(a+b\), and a derivative multiplies the amplitudes by \(ik\) and \(-ik\).

```lean
/-- At the interface the wave is the sum of its two amplitudes. -/
theorem wave_zero (k : ℝ) (a b : ℂ) : wave k a b 0 = a + b := by
  simp [wave]

/-- Differentiation multiplies the two amplitudes by `ik` and `-ik`. -/
theorem deriv_wave (k : ℝ) (a b : ℂ) :
    deriv (wave k a b) = wave k (I * k * a) (-(I * k * b)) := by
  funext z
  have h0 : HasDerivAt (fun y : ℝ => (y : ℂ)) 1 z := by
    simpa using (hasDerivAt_id z).ofReal_comp
  have h1 := ((h0.const_mul (I * (k : ℂ))).cexp).const_mul a
  have h2 := ((h0.const_mul (-(I * (k : ℂ)))).cexp).const_mul b
  have h : HasDerivAt (wave k a b) _ z := h1.fun_add h2
  rw [h.deriv]
  simp only [wave]
  ring
```

Two derivatives therefore give \(\psi''=-k^2\psi\), and the equation becomes

\[ \left[\frac{k^2+k_\parallel^2}{2m}+V-E\right]\psi(z)=0. \]

If \(\psi\) is non-zero somewhere, the bracket vanishes. The proof cancels \(\psi(z)\) at such a point; conversely, the dispersion relation makes the equation hold at every \(z\). The hypothesis `hne` is needed because the zero wave solves the equation for any \(k\).

```lean
/-- A wave that is not identically zero solves the effective-mass equation exactly when
`k² = 2m(E - V) - kpar²`. -/
theorem wave_solves_iff {m V kpar E k : ℝ} {a b : ℂ} (hm : 0 < m)
    (hne : ∃ z, wave k a b z ≠ 0) :
    Solves m V kpar E (wave k a b) ↔ k ^ 2 = 2 * m * (E - V) - kpar ^ 2 := by
  have hmi : (m : ℂ) * (m : ℂ)⁻¹ = 1 := mul_inv_cancel₀ (Complex.ofReal_ne_zero.mpr hm.ne')
  have h2 : ∀ z, deriv (deriv (wave k a b)) z = -(k : ℂ) ^ 2 * wave k a b z := by
    intro z
    rw [deriv_wave, deriv_wave]
    simp only [wave]
    linear_combination ((k : ℂ) ^ 2 * (a * Complex.exp (I * k * z)
      + b * Complex.exp (-(I * k) * z))) * I_sq
  constructor
  · intro h
    obtain ⟨z, hz⟩ := hne
    have hz' := h z
    rw [h2] at hz'
    -- divide the equation by the non-zero value of the wave
    have hc : (k : ℂ) ^ 2 = 2 * m * (E - V) - (kpar : ℂ) ^ 2 := by
      apply mul_right_cancel₀ hz
      linear_combination 2 * (m : ℂ) * hz'
        - ((k : ℂ) ^ 2 + (kpar : ℂ) ^ 2) * wave k a b z * hmi
    exact_mod_cast hc
  · intro h z
    have hc : (k : ℂ) ^ 2 = 2 * m * (E - V) - (kpar : ℂ) ^ 2 := by exact_mod_cast h
    rw [h2]
    linear_combination (wave k a b z / (2 * (m : ℂ))) * hc
      + ((E : ℂ) - V) * wave k a b z * hmi
```

**Q.** Now the amplitudes.

**A.** With \(v_w=k_w/m_w\) and \(v_b=k_b/m_b\), matching says

\[ 1+r=t,\qquad v_w(1-r)=v_b t, \]

after a common factor \(i\) is removed. Substituting the first into the second gives \(v_w-v_b=(v_w+v_b)r\), so

\[ r=\frac{v_w-v_b}{v_w+v_b},\qquad t=1+r=\frac{2v_w}{v_w+v_b}. \]

`matched_iff` proves this in both directions: these amplitudes satisfy the conditions, and no others do. Its `linear_combination` steps are the same elimination.

```lean
/-- The matching conditions fix both amplitudes uniquely in terms of the velocities `k/m`. -/
theorem matched_iff {mw mb kw kb : ℝ} {r t : ℂ} (hmw : 0 < mw) (hmb : 0 < mb)
    (hkw : 0 < kw) (hkb : 0 < kb) :
    Matched mw mb kw kb r t ↔
      r = (((kw / mw - kb / mb) / (kw / mw + kb / mb) : ℝ) : ℂ) ∧
      t = ((2 * (kw / mw) / (kw / mw + kb / mb) : ℝ) : ℂ) := by
  have hs : ((kw / mw + kb / mb : ℝ) : ℂ) ≠ 0 :=
    Complex.ofReal_ne_zero.mpr (by positivity)
  push_cast at hs ⊢
  rw [eq_div_iff hs, eq_div_iff hs]
  unfold Matched
  simp only [deriv_wave, wave_zero]
  constructor
  · rintro ⟨h1, h2⟩
    -- continuity of ψ'/m, with the common factor i removed
    have h3 : (kw : ℂ) / mw * (1 - r) = kb / mb * t := by
      apply mul_left_cancel₀ I_ne_zero
      linear_combination h2
    constructor
    · linear_combination -h3 + (kb : ℂ) / mb * h1
    · linear_combination -h3 - (kw : ℂ) / mw * h1
  · rintro ⟨hr, ht⟩
    constructor
    · apply mul_right_cancel₀ hs
      linear_combination hr - ht
    · apply mul_right_cancel₀ hs
      linear_combination -(I * ((kw : ℂ) / mw)) * hr - I * ((kb : ℂ) / mb) * ht
```

**Q.** Does anything tie the amplitudes to the energy relation?

**A.** `scattering_state_iff` does. A scattering state exists with the given parameters exactly when \(E=E_z+E_\parallel\), \(k_b\) obeys the relation above, and \(r,t\) have these values. In the proof, matching first gives \(t\neq0\). Both waves equal \(t\) at the interface, so neither is identically zero and the dispersion lemma applies to each. Lean writes \(E_z\) and \(E_\parallel\) out as `kw ^ 2 / (2 * mw)` and `kpar ^ 2 / (2 * mw)`.

```lean
/-- Scattering states of the step: energy, barrier wavenumber and both amplitudes are fixed by
`kw` and `kpar`, and the in-plane energy enters `kb` through the factor `1 - mw/mb`. -/
theorem scattering_state_iff {mw mb V0 kpar E kw kb : ℝ} {r t : ℂ} (hmw : 0 < mw)
    (hmb : 0 < mb) (hkw : 0 < kw) (hkb : 0 < kb) :
    IsScatteringState mw mb V0 kpar E kw kb r t ↔
      E = kw ^ 2 / (2 * mw) + kpar ^ 2 / (2 * mw) ∧
      kb ^ 2 = 2 * mb * (kw ^ 2 / (2 * mw) - V0 + kpar ^ 2 / (2 * mw) * (1 - mw / mb)) ∧
      r = (((kw / mw - kb / mb) / (kw / mw + kb / mb) : ℝ) : ℂ) ∧
      t = ((2 * (kw / mw) / (kw / mw + kb / mb) : ℝ) : ℂ) := by
  have key : Matched mw mb kw kb r t →
      ((Solves mw 0 kpar E (wave kw 1 r) ∧ Solves mb V0 kpar E (wave kb t 0)) ↔
      (E = kw ^ 2 / (2 * mw) + kpar ^ 2 / (2 * mw) ∧
      kb ^ 2 = 2 * mb * (kw ^ 2 / (2 * mw) - V0 + kpar ^ 2 / (2 * mw) * (1 - mw / mb)))) := by
    intro hM
    -- the transmitted amplitude, hence the wave at the interface, is non-zero
    have t0 : t ≠ 0 := by
      rw [((matched_iff hmw hmb hkw hkb).1 hM).2]
      exact Complex.ofReal_ne_zero.mpr (by positivity)
    have hb : wave kb t 0 0 ≠ 0 := by rwa [wave_zero, add_zero]
    have hw : wave kw 1 r 0 ≠ 0 := by rw [hM.1]; exact hb
    rw [wave_solves_iff hmw ⟨0, hw⟩, wave_solves_iff hmb ⟨0, hb⟩]
    have hE : kw ^ 2 = 2 * mw * (E - 0) - kpar ^ 2 ↔
        E = kw ^ 2 / (2 * mw) + kpar ^ 2 / (2 * mw) := by
      rw [← add_div, eq_div_iff (by positivity)]
      constructor <;> intro h <;> linarith
    rw [hE]
    refine and_congr_right fun h => ?_
    have e : 2 * mb * (E - V0) - kpar ^ 2 =
        2 * mb * (kw ^ 2 / (2 * mw) - V0 + kpar ^ 2 / (2 * mw) * (1 - mw / mb)) := by
      rw [h]
      field_simp
      ring
    rw [e]
  constructor
  · rintro ⟨h1, h2, h3⟩
    obtain ⟨hE, hk⟩ := (key h3).1 ⟨h1, h2⟩
    exact ⟨hE, hk, (matched_iff hmw hmb hkw hkb).1 h3⟩
  · rintro ⟨hE, hk, hrt⟩
    have h3 := (matched_iff hmw hmb hkw hkb).2 hrt
    obtain ⟨h1, h2⟩ := (key h3).2 ⟨hE, hk⟩
    exact ⟨h1, h2, h3⟩
```

**Q.** The reflected and incident waves interfere. Why may I treat their currents separately?

**A.** The current of the sum at the interface is

\[ \frac{k}{m}\,\mathrm{Re}\left[(a+b)^*(a-b)\right]=\frac{k}{m}\left(|a|^2-|b|^2\right), \]

because the cross terms \(b^*a-a^*b\) are purely imaginary.

```lean
/-- The current at the interface is `k/m` times the difference of the squared moduli of the
amplitudes `a` and `b`. -/
theorem current_wave (m k : ℝ) (a b : ℂ) :
    current m (wave k a b) 0 = k / m * (normSq a - normSq b) := by
  unfold current
  rw [deriv_wave, wave_zero, wave_zero]
  simp [Complex.normSq_apply]
  ring
```

Hence \(R=r^2\), since \(r\) is real, and

\[ T=\frac{v_b t^2}{v_w}=\frac{4v_wv_b}{(v_w+v_b)^2},\qquad R+T=\frac{(v_w-v_b)^2+4v_wv_b}{(v_w+v_b)^2}=1. \]

Also, \(T=1\) means \(4v_wv_b=(v_w+v_b)^2\), that is \((v_w-v_b)^2=0\). `transmission_step` inserts the matched amplitudes, replaces the two velocities by single variables and does this algebra. It assumes matching only, not the energy relation.

```lean
/-- Transmission through the matched step is `4 vw vb/(vw + vb)²` with `v = k/m`; reflection and
transmission add to one, and transmission is perfect exactly when the velocities agree. -/
theorem transmission_step {mw mb kw kb : ℝ} {r t : ℂ} (hmw : 0 < mw) (hmb : 0 < mb)
    (hkw : 0 < kw) (hkb : 0 < kb) (h : Matched mw mb kw kb r t) :
    transmission mw mb kw kb t = 4 * (kw / mw) * (kb / mb) / (kw / mw + kb / mb) ^ 2 ∧
    reflection mw kw r + transmission mw mb kw kb t = 1 ∧
    (transmission mw mb kw kb t = 1 ↔ kw / mw = kb / mb) := by
  obtain ⟨hr, ht⟩ := (matched_iff hmw hmb hkw hkb).1 h
  have hw : 0 < kw / mw := by positivity
  have hb : 0 < kb / mb := by positivity
  have hT : transmission mw mb kw kb t
      = kb / mb * (2 * (kw / mw) / (kw / mw + kb / mb)) ^ 2 / (kw / mw) := by
    unfold transmission
    rw [current_wave, current_wave, ht, Complex.normSq_ofReal, map_zero, map_one]
    ring
  have hR : reflection mw kw r
      = kw / mw * ((kw / mw - kb / mb) / (kw / mw + kb / mb)) ^ 2 / (kw / mw) := by
    unfold reflection
    rw [current_wave, current_wave, hr, Complex.normSq_ofReal, map_zero, map_one]
    ring
  rw [hT, hR]
  -- from here on only the two velocities matter
  generalize kw / mw = v at hw ⊢
  generalize kb / mb = u at hb ⊢
  have e : u * (2 * v / (v + u)) ^ 2 / v = 4 * v * u / (v + u) ^ 2 := by
    field_simp
    ring
  rw [e]
  refine ⟨rfl, ?_, ?_⟩
  · field_simp
    ring
  · rw [div_eq_iff (by positivity), one_mul]
    constructor
    · intro h1
      have h2 : (v - u) ^ 2 = 0 := by linear_combination -h1
      exact sub_eq_zero.1 ((pow_eq_zero_iff two_ne_zero).1 h2)
    · intro h1
      rw [h1]
      ring
```

**Q.** You keep assuming \(k_b>0\). When is that allowed?

**A.** At fixed \(k_w>0\) and \(E=E_z+E_\parallel\), a positive \(k_b\) exists exactly when the bracket in \(k_b^2\) is positive:

\[ V_0<E_z+E_\parallel\left(1-\frac{m_w}{m_b}\right). \]

One direction reads this off from \(k_b^2>0\); the other takes the square root and supplies the amplitudes. In-plane motion thus raises this upper limit on the step height if the far side is heavier, and lowers it if the far side is lighter.

```lean
/-- A scattering state with a propagating transmitted wave exists exactly when the step height
is below `Ez + Epar (1 - mw/mb)`. -/
theorem propagation_threshold {mw mb V0 kpar kw : ℝ} (hmw : 0 < mw) (hmb : 0 < mb)
    (hkw : 0 < kw) :
    (∃ kb > 0, ∃ r t, IsScatteringState mw mb V0 kpar
      (kw ^ 2 / (2 * mw) + kpar ^ 2 / (2 * mw)) kw kb r t) ↔
    V0 < kw ^ 2 / (2 * mw) + kpar ^ 2 / (2 * mw) * (1 - mw / mb) := by
  constructor
  · rintro ⟨kb, hkb, r, t, h⟩
    have hk := ((scattering_state_iff hmw hmb hkw hkb).1 h).2.1
    have hp : 0 < 2 * mb *
        (kw ^ 2 / (2 * mw) - V0 + kpar ^ 2 / (2 * mw) * (1 - mw / mb)) := by
      rw [← hk]
      exact pow_pos hkb 2
    have := (mul_pos_iff_of_pos_left (by positivity : 0 < 2 * mb)).1 hp
    linarith
  · intro h
    have hp : 0 < 2 * mb *
        (kw ^ 2 / (2 * mw) - V0 + kpar ^ 2 / (2 * mw) * (1 - mw / mb)) :=
      mul_pos (by positivity) (by linarith)
    exact ⟨_, Real.sqrt_pos.2 hp, _, _, (scattering_state_iff hmw hmb hkw
      (Real.sqrt_pos.2 hp)).2 ⟨rfl, Real.sq_sqrt hp.le, rfl, rfl⟩⟩
```

**Q.** Is a perfectly transparent step just no step at all?

**A.** Only if the masses are equal. Setting \(v_b^2=v_w^2\) gives

\[ E_z-V_0+E_\parallel\left(1-\frac{m_w}{m_b}\right)=\frac{m_b}{m_w}E_z, \]

and therefore

\[ V_0=(m_b-m_w)\left(\frac{E_\parallel}{m_b}-\frac{E_z}{m_w}\right), \]

which can be non-zero when the masses differ. In the proof, `d` states that \(V_0\) minus this value equals \(\tfrac{m_b}{2}(v_w^2-v_b^2)\). Since both velocities are positive, equal squares mean equal velocities.

```lean
/-- A scattering state is perfectly transmitted exactly when the step height equals
`(mb - mw)(Epar/mb - Ez/mw)`. -/
theorem transparent_iff {mw mb V0 kpar E kw kb : ℝ} {r t : ℂ} (hmw : 0 < mw) (hmb : 0 < mb)
    (hkw : 0 < kw) (hkb : 0 < kb) (h : IsScatteringState mw mb V0 kpar E kw kb r t) :
    transmission mw mb kw kb t = 1 ↔
      V0 = (mb - mw) * (kpar ^ 2 / (2 * mw) / mb - kw ^ 2 / (2 * mw) / mw) := by
  rw [(transmission_step hmw hmb hkw hkb h.matched).2.2]
  have hk := ((scattering_state_iff hmw hmb hkw hkb).1 h).2.1
  -- the mismatch in step height measures the mismatch of squared velocities
  have d : V0 - (mb - mw) * (kpar ^ 2 / (2 * mw) / mb - kw ^ 2 / (2 * mw) / mw)
      = mb / 2 * ((kw / mw) ^ 2 - (kb / mb) ^ 2) := by
    rw [div_pow kb, hk]
    field_simp
    ring
  constructor
  · intro e
    rw [e, sub_self, mul_zero] at d
    exact sub_eq_zero.1 d
  · intro e
    rw [sub_eq_zero.2 e] at d
    have h2 : (kw / mw) ^ 2 - (kb / mb) ^ 2 = 0 :=
      (mul_eq_zero.1 d.symm).resolve_left (by positivity)
    exact (sq_eq_sq₀ (by positivity) (by positivity)).1 (sub_eq_zero.1 h2)

end

end HeterostructureStep
```

```lean
#print axioms HeterostructureStep.transmission_step
-- 'HeterostructureStep.transmission_step' depends on axioms: [propext, Classical.choice, Quot.sound]
#print axioms HeterostructureStep.propagation_threshold
-- 'HeterostructureStep.propagation_threshold' depends on axioms: [propext, Classical.choice, Quot.sound]
#print axioms HeterostructureStep.transparent_iff
-- 'HeterostructureStep.transparent_iff' depends on axioms: [propext, Classical.choice, Quot.sound]
```

**Q.** So what may I use in my current calculation?

**A.** You may use \(k_b\) and \(T\) at each \((E_z,k_\parallel)\) above threshold, for a non-interacting electron in one isotropic parabolic band at a single abrupt, flat interface where \(\psi\) and \(\psi'/m\) are continuous. The band edge must also be constant on each side. Below threshold the transmitted wave is evanescent and carries no current, so \(T=0\); the same equation and matching conditions give this, but it is not proved here. Graded interfaces, band mixing and in-plane scattering are outside these formulas.
